# Kinetic energy of point masses in translation, rotation and internal motion about an arbitrary origin

The declaration `twiceKinetic_general` concerns finitely many classical point masses mᵢ at positions rᵢ, with velocities V + w × rᵢ + uᵢ: a common translation, a rotation with angular velocity w, and an internal velocity. It states that twice the kinetic energy, Σ mᵢ|V + w × rᵢ + uᵢ|², equals (Σ mᵢ)|V|² + w·Iw + Σ mᵢ|uᵢ|² + 2w·L + 2V·(w × Σ mᵢrᵢ + Σ mᵢuᵢ). Here I is the inertia tensor and L = Σ mᵢ rᵢ × uᵢ the internal angular momentum, both about the origin, which need not be the centre of mass; the masses may be any real numbers. The proof gathers both sides into single sums over the bodies, then compares the terms for one body in Cartesian components.

The failing Lean file:

```lean
import Mathlib

open Matrix

namespace RotatingFrameKineticEnergy

noncomputable section

/-- Vectors of three-dimensional space, given by Cartesian components. -/
abbrev Vec := Fin 3 → ℝ

variable {ι : Type*} [Fintype ι]

/-- Velocity of body `i`: translation `V`, rotation with angular velocity `w`, and internal
velocity `u i`. -/
def velocity (V w : Vec) (r u : ι → Vec) (i : ι) : Vec := V + w ⨯₃ r i + u i

/-- Twice the kinetic energy of bodies with masses `m` and velocities `v`. -/
def twiceKinetic (m : ι → ℝ) (v : ι → Vec) : ℝ := ∑ i, m i * (v i ⬝ᵥ v i)

/-- The inertia tensor of masses `m` at positions `r`, taken about the origin. -/
def inertia (m : ι → ℝ) (r : ι → Vec) : Matrix (Fin 3) (Fin 3) ℝ :=
  ∑ i, m i • ((r i ⬝ᵥ r i) • (1 : Matrix (Fin 3) (Fin 3) ℝ) - vecMulVec (r i) (r i))

/-- The angular momentum about the origin of masses `m` at `r` with velocities `u`. -/
def angMom (m : ι → ℝ) (r u : ι → Vec) : Vec := ∑ i, m i • (r i ⨯₃ u i)

/-- The dot product of `a` with a mass-weighted sum of vectors is the mass-weighted sum of the dot
products. -/
theorem dot_sum (a : Vec) (m : ι → ℝ) (f : ι → Vec) :
    a ⬝ᵥ (∑ i, m i • f i) = ∑ i, m i * (a ⬝ᵥ f i) := by
  simp only [dotProduct, Finset.sum_apply, Pi.smul_apply, smul_eq_mul, Finset.mul_sum]
  rw [Finset.sum_comm]
  refine Finset.sum_congr rfl fun i _ => Finset.sum_congr rfl fun k _ => ?_
  ring

/-- The inertia tensor applied to `w` is the angular momentum of the rigid rotation with
angular velocity `w`. -/
theorem inertia_mulVec (m : ι → ℝ) (r : ι → Vec) (w : Vec) :
    inertia m r *ᵥ w = ∑ i, m i • (r i ⨯₃ (w ⨯₃ r i)) := by
  ext k
  simp only [inertia, Matrix.mulVec, dotProduct, Matrix.sum_apply, Finset.sum_apply,
    Finset.sum_mul]
  rw [Finset.sum_comm]
  refine Finset.sum_congr rfl fun i _ => ?_
  fin_cases k <;>
    simp [vecMulVec_apply, cross_apply, Fin.sum_univ_three, Matrix.one_apply] <;> ring

/-- The quadratic form of the inertia tensor is twice the kinetic energy of rigid rotation. -/
theorem dot_inertia (m : ι → ℝ) (r : ι → Vec) (w : Vec) :
    w ⬝ᵥ (inertia m r *ᵥ w) = twiceKinetic m (fun i => w ⨯₃ r i) := by
  rw [inertia_mulVec, dot_sum]
  refine Finset.sum_congr rfl fun i _ => ?_
  have h : w ⬝ᵥ (r i ⨯₃ (w ⨯₃ r i)) = (w ⨯₃ r i) ⬝ᵥ (w ⨯₃ r i) := by
    simp [cross_apply, dotProduct, Fin.sum_univ_three]
    ring
  rw [h]

/-- Twice the kinetic energy for an arbitrary origin and arbitrary internal velocities; the last
term couples the translation to the rotation and to the internal motion. -/
theorem twiceKinetic_general (m : ι → ℝ) (V w : Vec) (r u : ι → Vec) :
    twiceKinetic m (velocity V w r u) =
      (∑ i, m i) * (V ⬝ᵥ V) + w ⬝ᵥ (inertia m r *ᵥ w) + twiceKinetic m u
        + 2 * (w ⬝ᵥ angMom m r u)
        + 2 * (V ⬝ᵥ (w ⨯₃ (∑ i, m i • r i) + ∑ i, m i • u i)) := by
  have hx : w ⨯₃ (∑ i, m i • r i) = ∑ i, m i • (w ⨯₃ r i) := by
    simp only [map_sum, map_smul]
  rw [dot_inertia, dotProduct_add, hx]
  -- gather everything into one sum and compare body by body
  simp only [angMom, twiceKinetic, dot_sum, Finset.sum_mul, Finset.mul_sum,
    ← Finset.sum_add_distrib]
  refine Finset.sum_congr rfl fun i _ => ?_
  simp [velocity, cross_apply, dotProduct, Fin.sum_univ_three]
  ring

end

end RotatingFrameKineticEnergy
```

Messages:

```
Try this:
  [apply] ring_nf
  
  The `ring` tactic failed to close the goal. Use `ring_nf` to obtain a normal form.
    
  Note that `ring` works primarily in *commutative* rings. If you have a noncommutative ring, abelian group or module, consider using `noncomm_ring`, `abel` or `module` instead.
Main.lean:65:65: error: unsolved goals
ι : Type u_1
inst✝ : Fintype ι
m : ι → ℝ
V w : Vec
r u : ι → Vec
hx : (crossProduct w) (∑ i, m i • r i) = ∑ i, m i • (crossProduct w) (r i)
i : ι
x✝ : i ∈ Finset.univ
⊢ m i * vecHead V * w 1 * r i 2 * 2 - m i * vecHead V * w 2 * r i 1 * 2 + m i * vecHead V * u i 0 * 2 +
                                                          m i * vecHead V ^ 2 -
                                                        m i * w 1 * r i 2 * w 2 * r i 1 * 2 +
                                                      m i * w 1 * r i 2 * u i 0 * 2 -
                                                    m i * w 1 * r i 1 * r i 0 * w 0 * 2 -
                                                  m i * w 1 * r i 0 * vecHead (vecTail (vecTail V)) * 2 -
                                                m i * w 1 * r i 0 * u i 2 * 2 +
                                              m i * w 1 ^ 2 * r i 2 ^ 2 +
                                            m i * w 1 ^ 2 * r i 0 ^ 2 -
                                          m i * r i 2 * w 2 * r i 0 * w 0 * 2 -
                                        m i * r i 2 * vecHead (vecTail V) * w 0 * 2 -
                                      m i * r i 2 * w 0 * u i 1 * 2 +
                                    m i * r i 2 ^ 2 * w 0 ^ 2 -
                                  m i * w 2 * r i 1 * u i 0 * 2 +
                                m i * w 2 * vecHead (vecTail V) * r i 0 * 2 +
                              m i * w 2 * r i 0 * u i 1 * 2 +
                            m i * w 2 ^ 2 * r i 1 ^ 2 +
                          m i * w 2 ^ 2 * r i 0 ^ 2 +
                        m i * r i 1 * w 0 * vecHead (vecTail (vecTail V)) * 2 +
                      m i * r i 1 * w 0 * u i 2 * 2 +
                    m i * r i 1 ^ 2 * w 0 ^ 2 +
                  m i * u i 0 ^ 2 +
                m i * vecHead (vecTail V) * u i 1 * 2 +
              m i * vecHead (vecTail V) ^ 2 +
            m i * u i 1 ^ 2 +
          m i * vecHead (vecTail (vecTail V)) * u i 2 * 2 +
        m i * vecHead (vecTail (vecTail V)) ^ 2 +
      m i * u i 2 ^ 2 =
    -(m i * w 1 * r i 2 * w 2 * r i 1 * 2) + m i * w 1 * r i 2 * u i 0 * 2 + m i * w 1 * r i 2 * V 0 * 2 -
                                                          m i * w 1 * r i 1 * r i 0 * w 0 * 2 -
                                                        m i * w 1 * r i 0 * u i 2 * 2 -
                                                      m i * w 1 * r i 0 * V 2 * 2 +
                                                    m i * w 1 ^ 2 * r i 2 ^ 2 +
                                                  m i * w 1 ^ 2 * r i 0 ^ 2 -
                                                m i * r i 2 * w 2 * r i 0 * w 0 * 2 -
                                              m i * r i 2 * w 0 * u i 1 * 2 -
                                            m i * r i 2 * w 0 * V 1 * 2 +
                                          m i * r i 2 ^ 2 * w 0 ^ 2 -
                                        m i * w 2 * r i 1 * u i 0 * 2 -
                                      m i * w 2 * r i 1 * V 0 * 2 +
                                    m i * w 2 * r i 0 * u i 1 * 2 +
                                  m i * w 2 * r i 0 * V 1 * 2 +
                                m i * w 2 ^ 2 * r i 1 ^ 2 +
                              m i * w 2 ^ 2 * r i 0 ^ 2 +
                            m i * r i 1 * w 0 * u i 2 * 2 +
                          m i * r i 1 * w 0 * V 2 * 2 +
                        m i * r i 1 ^ 2 * w 0 ^ 2 +
                      m i * u i 0 * V 0 * 2 +
                    m i * u i 0 ^ 2 +
                  m i * u i 1 * V 1 * 2 +
                m i * u i 1 ^ 2 +
              m i * u i 2 * V 2 * 2 +
            m i * u i 2 ^ 2 +
          m i * V 0 ^ 2 +
        m i * V 1 ^ 2 +
      m i * V 2 ^ 2
```

What went wrong. The error, "unsolved goals", shows what was left when `ring` could not close the comparison for one body; the suggestion to use `ring_nf` reports the same failure. The remaining equation is true, but its two sides write the components of `V` differently. On the left they are `vecHead V`, `vecHead (vecTail V)` and `vecHead (vecTail (vecTail V))`; on the right they are `V 0`, `V 1` and `V 2`. `ring` treats these as unrelated quantities, so the terms containing them do not match.

The left-hand forms arise because `simp` added `V` to the explicit three-entry vector of the cross product as whole vectors, splitting `V` into head and tail, before taking components.

The repair first runs `simp only` with `Pi.add_apply`, which turns a component of a sum into a sum of components, so `V` appears as `V 0`, `V 1` and `V 2` on both sides. The plain `simp` that follows evaluates the entries of the cross products, and `ring` then closes the goal. The added comment has no effect on the proof.

After these edits no error is left:

```diff
@@ -71,5 +71,7 @@
     ← Finset.sum_add_distrib]
   refine Finset.sum_congr rfl fun i _ => ?_
-  simp [velocity, cross_apply, dotProduct, Fin.sum_univ_three]
+  -- take components before evaluating the cross products
+  simp only [velocity, cross_apply, dotProduct, Fin.sum_univ_three, Pi.add_apply]
+  simp
   ring
 
```
